# Screening a subset of LMTO channels with one inverse, of that subset's size

In the linear muffin-tin orbital (LMTO) method, the envelope functions are multipole fields centred on the atoms. The structure matrix $S$ holds the coefficients that expand the field of one site about the others. Bare multipole fields reach far, so one adds screening multipoles on the atomic sites, the central one included, with strengths set by a matrix $a$ of screening constants. The structure matrix then becomes

$$S^a = S\,(1-aS)^{-1},\qquad\text{equivalently}\qquad S^a = S + S^a a S .$$

Often only the low angular momenta receive non-zero constants. Call the screened channels $L$ and the remaining ones $I$. When does $S^a$ exist, and what happens to the matrix elements between channels that were left unscreened?

For a finite structure matrix, such as that of a cluster, or of a crystal at a Bloch vector where the bare lattice sums are finite, existence is decided within $L$, and the only inverse needed has the size of $L$. The elements between unscreened channels nevertheless change in general.

```lean
import Mathlib

open Matrix

namespace LMTOPartialScreening

noncomputable section
```

## Screening constants on $L$ only

Order the channels as $L$ followed by $I$. The matrices are

$$S=\begin{pmatrix}S_{LL}&S_{LI}\\S_{IL}&S_{II}\end{pmatrix},\qquad a=\begin{pmatrix}a_L&0\\0&0\end{pmatrix}.$$

```lean
/-- The screening matrix `diag(a_L, 0)`, which acts on the channels `L` only. -/
def screenL {L : Type*} (I : Type*) (aL : Matrix L L ℂ) : Matrix (L ⊕ I) (L ⊕ I) ℂ :=
  fromBlocks aL 0 0 0
```

Here `L` and `I` are finite index types, and `L ⊕ I` is their disjoint union. In many texts $L$ abbreviates the pair $(\ell,m)$; here it is a whole set of channels, site labels included. Likewise `I` is a channel set, and the identity matrix is written 1. `fromBlocks` lists its blocks in the order $LL$, $LI$, $IL$, $II$.

In practice $a_L$ is real and diagonal and $S$ is Hermitian. Neither is assumed: all blocks are arbitrary complex matrices. That $S$ contains the expansion coefficients of actual envelope functions is the physical identification that the algebra takes for granted.

The screened matrix is defined for any $a$ and $S$ of equal size, with the sign convention above:

```lean
/-- The screened structure matrix `S (1 - a S)⁻¹`, meaningful when `1 - a S` is invertible. -/
def screened {n : Type*} [Fintype n] [DecidableEq n] (a S : Matrix n n ℂ) : Matrix n n ℂ :=
  S * (1 - a * S)⁻¹
```

Lean gives `⁻¹` a value even for a singular matrix, so the formula carries its physical meaning only when $1-aS$ is invertible.

## The triangular form of $1-aS$

Since the lower block row of $a$ vanishes, so does that of $aS$:

$$aS=\begin{pmatrix}a_LS_{LL}&a_LS_{LI}\\0&0\end{pmatrix},\qquad
1-aS=\begin{pmatrix}1-a_LS_{LL}&-a_LS_{LI}\\0&1\end{pmatrix}.$$

```lean
variable {L I : Type*} [Fintype L] [DecidableEq L] [Fintype I] [DecidableEq I]

/-- When only the channels `L` are screened, `1 - a S` is block upper triangular, with the
identity as its `II` block. -/
theorem one_sub_screenL_mul (aL SLL : Matrix L L ℂ) (SLI : Matrix L I ℂ)
    (SIL : Matrix I L ℂ) (SII : Matrix I I ℂ) :
    1 - screenL I aL * fromBlocks SLL SLI SIL SII =
      fromBlocks (1 - aL * SLL) (-(aL * SLI)) 0 1 := by
  rw [screenL, fromBlocks_multiply, ← fromBlocks_one, sub_eq_add_neg, fromBlocks_neg,
    fromBlocks_add]
  simp [sub_eq_add_neg]
```

The proof multiplies the blocks, writes the identity in block form and subtracts.

Suppose that $1-a_LS_{LL}$ is invertible, and put $D=(1-a_LS_{LL})^{-1}$. Solving the triangular system from the bottom row upwards suggests the inverse, and multiplication confirms it:

$$\begin{pmatrix}1-a_LS_{LL}&-a_LS_{LI}\\0&1\end{pmatrix}
\begin{pmatrix}D&Da_LS_{LI}\\0&1\end{pmatrix}
=\begin{pmatrix}1&a_LS_{LI}-a_LS_{LI}\\0&1\end{pmatrix}=1 .$$

```lean
/-- If `1 - a_L S_LL` is invertible, the inverse of `1 - a S` is block upper triangular and the only
inverse that occurs in its blocks is that of `1 - a_L S_LL`. -/
theorem inv_one_sub_screenL_mul (aL SLL : Matrix L L ℂ) (SLI : Matrix L I ℂ)
    (SIL : Matrix I L ℂ) (SII : Matrix I I ℂ) (h : IsUnit (1 - aL * SLL)) :
    (1 - screenL I aL * fromBlocks SLL SLI SIL SII)⁻¹ =
      fromBlocks (1 - aL * SLL)⁻¹ ((1 - aL * SLL)⁻¹ * (aL * SLI)) 0 1 := by
  have hD : (1 - aL * SLL) * (1 - aL * SLL)⁻¹ = 1 :=
    mul_nonsing_inv _ ((isUnit_iff_isUnit_det _).mp h)
  have h2 : (1 - aL * SLL) * ((1 - aL * SLL)⁻¹ * (aL * SLI)) = aL * SLI := by
    rw [← Matrix.mul_assoc (1 - aL * SLL), hD, Matrix.one_mul]
  -- check the proposed inverse by block multiplication
  apply inv_eq_right_inv
  rw [one_sub_screenL_mul, fromBlocks_multiply, hD, h2]
  simp
```

Invertibility is expressed by `IsUnit`. The statements `hD` and `h2` are the two products in the upper row, and `inv_eq_right_inv` says that a right inverse of a square matrix is its inverse.

## The four screened blocks

The determinant of a block triangular matrix is the product of the determinants of its diagonal blocks, so

$$\det(1-aS)=\det(1-a_LS_{LL})\cdot 1 .$$

Hence the two matrices are invertible together. When they are, multiplying $S$ by the inverse just found gives

$$S^a=\begin{pmatrix}S_{LL}D & S_{LI}+S_{LL}Da_LS_{LI}\\ S_{IL}D & S_{II}+S_{IL}Da_LS_{LI}\end{pmatrix}.$$

The correction to the $II$ block describes a field that passes from one unscreened channel to another by way of the screening multipoles in $L$.

```lean
/-- Screening on the channels `L` only: `1 - a S` is invertible exactly when `1 - a_L S_LL` is,
and then the four blocks of the screened matrix are given by the inverse of `1 - a_L S_LL`. -/
theorem partial_screening (aL SLL : Matrix L L ℂ) (SLI : Matrix L I ℂ)
    (SIL : Matrix I L ℂ) (SII : Matrix I I ℂ) :
    (IsUnit (1 - screenL I aL * fromBlocks SLL SLI SIL SII) ↔ IsUnit (1 - aL * SLL)) ∧
    (IsUnit (1 - aL * SLL) →
      screened (screenL I aL) (fromBlocks SLL SLI SIL SII) =
        fromBlocks
          (SLL * (1 - aL * SLL)⁻¹)
          (SLI + SLL * (1 - aL * SLL)⁻¹ * aL * SLI)
          (SIL * (1 - aL * SLL)⁻¹)
          (SII + SIL * (1 - aL * SLL)⁻¹ * aL * SLI)) := by
  constructor
  · -- the determinant of a block triangular matrix is the product of the diagonal ones
    rw [one_sub_screenL_mul, isUnit_iff_isUnit_det, isUnit_iff_isUnit_det,
      det_fromBlocks_zero₂₁, det_one, mul_one]
  · intro h
    rw [screened, inv_one_sub_screenL_mul _ _ _ _ _ h, fromBlocks_multiply]
    simp [Matrix.mul_assoc, add_comm]
```

The theorem is a conjunction. Its first half is the equivalence, proved by comparing determinants; its second half gives all four blocks under the hypothesis that $1-a_LS_{LL}$ is invertible. No condition is placed on $S_{II}$ or on the coupling blocks.

## Screening in two stages

Now let $a$ and $b$ be any two screening matrices of the size of $S$, with $1-aS$ invertible. By definition $S^a(1-aS)=S$, and therefore

$$(1-bS^a)(1-aS)=1-aS-bS=1-(a+b)S .$$

```lean
/-- Factorisation for two screening matrices: if `1 - a S` is invertible, then `1 - (a + b) S` is
the product of `1 - b S^a` and `1 - a S`, where `S^a` is the matrix screened by `a`. -/
theorem one_sub_add_mul {n : Type*} [Fintype n] [DecidableEq n] (a b S : Matrix n n ℂ)
    (h : IsUnit (1 - a * S)) :
    1 - (a + b) * S = (1 - b * screened a S) * (1 - a * S) := by
  have hs : screened a S * (1 - a * S) = S := by
    rw [screened, Matrix.mul_assoc,
      nonsing_inv_mul _ ((isUnit_iff_isUnit_det _).mp h), Matrix.mul_one]
  rw [sub_mul, one_mul, mul_assoc, hs]
  noncomm_ring
```

The identity `hs` is $S^a(1-aS)=S$; the rest is expansion without commuting any factors.

Apply this with $a=\mathrm{diag}(a_L,0)$ and $b=\mathrm{diag}(0,a_I)$, where $a_I$ screens the channels $I$. Write $T=S_{II}+S_{IL}Da_LS_{LI}$ for the $II$ block found above. The second stage is block lower triangular:

$$1-bS^a=\begin{pmatrix}1&0\\-a_I(S^a)_{IL}&1-a_IT\end{pmatrix}.$$

Taking determinants of the factorisation gives

$$\det\bigl(1-(a+b)S\bigr)=\det(1-a_IT)\,\det(1-a_LS_{LL}).$$

The last factor is non-zero by hypothesis. Once $L$ has been screened, screening $I$ as well is therefore possible exactly when $1-a_IT$ is invertible. The test uses the changed block $T$, not the bare $S_{II}$.

```lean
/-- Suppose `1 - a_L S_LL` is invertible. Then `1 - diag(a_L, a_I) S` is invertible exactly when
`1 - a_I T` is, where `T` is the `II` block of the matrix screened on `L` only. -/
theorem full_screening_iff (aL SLL : Matrix L L ℂ) (SLI : Matrix L I ℂ)
    (SIL : Matrix I L ℂ) (aI SII : Matrix I I ℂ) (h : IsUnit (1 - aL * SLL)) :
    IsUnit (1 - fromBlocks aL 0 0 aI * fromBlocks SLL SLI SIL SII) ↔
      IsUnit (1 - aI * (SII + SIL * (1 - aL * SLL)⁻¹ * aL * SLI)) := by
  have ha := (partial_screening aL SLL SLI SIL SII).1.mpr h
  have hf : fromBlocks aL 0 0 aI = screenL I aL + fromBlocks 0 0 0 aI := by
    simp [screenL, fromBlocks_add]
  -- a second screening step, on `I` only, is block lower triangular
  have hb (A : Matrix L L ℂ) (B : Matrix L I ℂ) (C : Matrix I L ℂ) (E : Matrix I I ℂ) :
      1 - fromBlocks 0 0 0 aI * fromBlocks A B C E =
        fromBlocks 1 0 (-(aI * C)) (1 - aI * E) := by
    rw [fromBlocks_multiply, ← fromBlocks_one, sub_eq_add_neg, fromBlocks_neg,
      fromBlocks_add]
    simp [sub_eq_add_neg]
  rw [hf, one_sub_add_mul _ _ _ ha, (partial_screening aL SLL SLI SIL SII).2 h, hb,
    isUnit_iff_isUnit_det, det_mul, det_fromBlocks_zero₁₂, det_one, one_mul,
    IsUnit.mul_iff, ← isUnit_iff_isUnit_det, ← isUnit_iff_isUnit_det]
  exact and_iff_left ha
```

In the proof, `hf` splits the screening matrix into $a+b$, and `hb` is the lower triangular form for a general second factor. The final line removes the factor already known to be invertible.

## One orbital in each set

Take one screened and one unscreened orbital, with

$$S=\begin{pmatrix}s&v\\w&u\end{pmatrix},\qquad a=\begin{pmatrix}\alpha&0\\0&0\end{pmatrix},\qquad \alpha s\neq1 .$$

The letter $s$ is a matrix element here, not an orbital type. Now $D=1/(1-\alpha s)$, and the upper right element simplifies to

$$v+\frac{s\alpha v}{1-\alpha s}=\frac{v}{1-\alpha s}.$$

The other elements are read off directly:

$$S^a=\begin{pmatrix}\dfrac{s}{1-\alpha s}&\dfrac{v}{1-\alpha s}\\[2ex]\dfrac{w}{1-\alpha s}&u+\dfrac{\alpha wv}{1-\alpha s}\end{pmatrix}.$$

For $s=u=0$, as for one bare orbital on each site of a two-atom cluster, the unscreened orbital acquires the diagonal element $\alpha wv$: the field goes to the screened site and back.

```lean
/-- One orbital in each channel set, with `α s ≠ 1`: screening the first orbital by `α` divides
its row and column by `1 - α s` and shifts the second diagonal element by
`α w v / (1 - α s)`. -/
theorem two_orbital_screening (α s v w u : ℂ) (h : 1 - α * s ≠ 0) :
    screened !![α, 0; 0, 0] !![s, v; w, u] =
      !![s / (1 - α * s), v / (1 - α * s);
         w / (1 - α * s), u + α * w * v / (1 - α * s)] := by
  have e : (1 - α * s) * (1 - α * s)⁻¹ = 1 := mul_inv_cancel₀ h
  have h1 : 1 - !![α, 0; 0, 0] * !![s, v; w, u] = !![1 - α * s, -(α * v); 0, 1] := by
    rw [mul_fin_two, one_fin_two]
    ext i j
    fin_cases i <;> fin_cases j <;> simp
  have hinv : (!![1 - α * s, -(α * v); 0, 1])⁻¹ =
      !![(1 - α * s)⁻¹, α * v * (1 - α * s)⁻¹; 0, 1] := by
    apply inv_eq_right_inv
    rw [mul_fin_two, one_fin_two]
    ext i j
    fin_cases i <;> fin_cases j
    · change (1 - α * s) * (1 - α * s)⁻¹ + -(α * v) * 0 = (1 : ℂ)
      linear_combination e
    · change (1 - α * s) * (α * v * (1 - α * s)⁻¹) + -(α * v) * 1 = (0 : ℂ)
      linear_combination (α * v) * e
    · change 0 * (1 - α * s)⁻¹ + 1 * 0 = (0 : ℂ)
      ring
    · change 0 * (α * v * (1 - α * s)⁻¹) + 1 * 1 = (1 : ℂ)
      ring
  -- multiply the bare matrix by the explicit inverse
  rw [screened, h1, hinv, mul_fin_two]
  ext i j
  fin_cases i <;> fin_cases j
  · change s * (1 - α * s)⁻¹ + v * 0 = s / (1 - α * s)
    ring
  · change s * (α * v * (1 - α * s)⁻¹) + v * 1 = v / (1 - α * s)
    linear_combination (-v) * e
  · change w * (1 - α * s)⁻¹ + u * 0 = w / (1 - α * s)
    ring
  · change w * (α * v * (1 - α * s)⁻¹) + u * 1 = u + α * w * v / (1 - α * s)
    ring

end

end LMTOPartialScreening
```

This case is computed directly with $2\times2$ matrices. `h1` is the triangular matrix, `hinv` its inverse, and the closing steps check the four products with $S$ element by element, using `e`, which says that $1-\alpha s$ times its reciprocal is 1.

```lean
#print axioms LMTOPartialScreening.one_sub_screenL_mul
#print axioms LMTOPartialScreening.full_screening_iff
#print axioms LMTOPartialScreening.two_orbital_screening
```

```
'LMTOPartialScreening.one_sub_screenL_mul' depends on axioms: [propext, Classical.choice, Quot.sound]
'LMTOPartialScreening.full_screening_iff' depends on axioms: [propext, Classical.choice, Quot.sound]
'LMTOPartialScreening.two_orbital_screening' depends on axioms: [propext, Classical.choice, Quot.sound]
```
